# A finite Ising energy with symmetric, zero-diagonal couplings is invariant under a site permutation exactly when its exchange constants are

Suppose the energy of a magnet does not change when a spatial rotation carries its spins from site to site, and two bonds that the rotation maps onto each other are therefore given the same exchange constant. If equal energies did not force equal constants, this reduction would be an additional assumption about the couplings, and a fit that used it could exclude the correct parameters.

For finitely many Ising spins with pair couplings only, the reduction is justified. Label the sites by $i$, let $s_i=\pm1$ be the spin at site $i$, and let $J_{ij}$ be real exchange constants with $J_{ij}=J_{ji}$ and $J_{ii}=0$. Define

$$E_J(s)=\sum_{i,j}J_{ij}\,s_i s_j .$$

For a permutation $g$ of the sites, write $(s\circ g)_i=s_{g(i)}$. Then $E_J(s\circ g)=E_J(s)$ for every configuration $s$ if and only if $J_{g(i)g(j)}=J_{ij}$ for all $i,j$. If total energies from electronic-structure calculations are reproduced exactly, up to an additive constant, by such a finite Ising pair model and are invariant under $g$ for every configuration, then pairs of sites related by $g$ have equal constants and can share one fitted parameter.

Each hypothesis has its own task in the argument: finiteness, spins of fixed length, invertible relabelling, symmetric couplings and the absence of self-coupling.

## Finitely many sites

Physically, the system is a cluster or a periodic simulation cell. In a periodic cell, $J_{ij}$ with $i\neq j$ is the sum of the couplings between site $i$ and all periodic images of site $j$; couplings of a site to its own images add only a constant to the energy and are left out. The theorem then concerns these sums, not the separate bonds. For a chain with alternating bonds $J_1$ and $J_2$ and a cell of two sites, $J_{01}=J_1+J_2$, so exchanging the two sites preserves every cell energy even if $J_1\neq J_2$. Finiteness makes $E_J(s)$ an ordinary sum whose terms may be rearranged freely, and the energy identities below rely on this. On an infinite lattice the total energy generally diverges: in the fully aligned state with a uniform nonzero nearest-neighbour coupling, every site contributes the same nonzero amount. An energy density or energy differences would then be needed.

In Lean the sites form a type `n`, and `Fintype n` states that it is finite. No geometry is attached to the sites.

```lean
import Mathlib

open Matrix

namespace IsingExchangeSymmetry

noncomputable section

variable {n : Type*} [Fintype n]
```

## Spins that take only the values 1 and −1

An Ising spin has a fixed length and two orientations. In the formal statement a configuration is a real-valued function on the sites, and the predicate `IsIsing` restricts its values.

```lean
/-- An Ising configuration: every site carries a spin `1` or `-1`. -/
def IsIsing {n : Type*} (s : n → ℝ) : Prop := ∀ i, s i = 1 ∨ s i = -1
```

The energy is the full double sum, so each bond between different sites is counted twice. There is no minus sign and no factor $\tfrac12$. With the convention $H=-\sum_{i<j}J_{ij}s_is_j$, one has $E_J=-2H$ for symmetric $J$ with zero diagonal, and the two energies have the same symmetries.

```lean
/-- The exchange energy `E(s) = ∑ i j, J i j * s i * s j`. -/
def energy (J : Matrix n n ℝ) (s : n → ℝ) : ℝ := ∑ i, ∑ j, J i j * s i * s j
```

The derivation compares configurations that differ by reversed spins. Let $F_k s$ denote $s$ with the spin at site $k$ replaced by $-s_k$.

```lean
/-- The configuration obtained from `s` by reversing the spin at site `k`. -/
def spinFlip {n : Type*} [DecidableEq n] (k : n) (s : n → ℝ) : n → ℝ :=
  Function.update s k (-s k)
```

Reversal exchanges $1$ and $-1$, so $F_k s$ is again an Ising configuration. The proof separates the reversed site from the others and checks the two possible values at the reversed site.

```lean
/-- Reversing one spin of an Ising configuration gives an Ising configuration. -/
theorem isIsing_spinFlip {n : Type*} [DecidableEq n] (k : n) {s : n → ℝ}
    (hs : IsIsing s) : IsIsing (spinFlip k s) := by
  intro i
  simp only [spinFlip, Function.update_apply]
  split_ifs with h
  · rcases hs k with h1 | h1
    · right; rw [h1]
    · left; rw [h1]; norm_num
  · exact hs i
```

The restriction to $\pm1$ enters the main theorem only when couplings are inferred from energies. There it makes the assumption weaker, since invariance is required for Ising configurations and not for all real vectors. If $s$ ranged over all real vectors, the energies would also determine the diagonal of a symmetric $J$. With too few configurations the inference fails: the fully aligned state is unchanged by every permutation, whatever the couplings are.

## A relabelling that can be undone

A permutation $g$ represents the action of a rotation, reflection or translation on the sites. In $s\circ g$, site $i$ carries the spin that $s$ had at $g(i)$. Define the relabelled couplings by $J^g_{ij}=J_{g(i)g(j)}$. With $p=g(i)$ and $q=g(j)$,

$$E_{J^g}(s\circ g)=\sum_{i,j}J_{g(i)g(j)}\,s_{g(i)}s_{g(j)}=\sum_{p,q}J_{pq}\,s_ps_q=E_J(s).$$

The middle equality holds because $g$ reaches each site exactly once. For two sites $0$ and $1$ with $J_{01}=J_{10}=1$ and zero diagonal, the map that sends both sites to $0$ breaks the identity: the left side is $0$ and the right side is $2s_0s_1$.

In Lean, `Equiv.Perm n` is the type of permutations, and `J.submatrix g g` is $J^g$. The proof applies `Equiv.sum_comp` once to the outer sum and once to the inner one, which is the change of variables above.

```lean
/-- Relabelling the sites in the exchange constants and in the configuration together
leaves the energy unchanged. -/
theorem energy_relabel (J : Matrix n n ℝ) (g : Equiv.Perm n) (s : n → ℝ) :
    energy (J.submatrix g g) (s ∘ g) = energy J s := by
  unfold energy
  refine Eq.trans ?_ (Equiv.sum_comp g (fun i => ∑ j, J i j * s i * s j))
  refine Finset.sum_congr rfl fun i _ => ?_
  exact Equiv.sum_comp g (fun j => J (g i) j * s (g i) * s j)
```

This identity already gives one direction of the theorem. If $J^g=J$, it reads $E_J(s\circ g)=E_J(s)$. That direction needs neither the symmetry of $J$, nor its zero diagonal, nor the Ising restriction.

## Couplings without a direction

The condition $J_{ij}=J_{ji}$ assigns one constant to each pair of sites. It is needed because the energy contains only the sum $J_{kl}+J_{lk}$. To extract that sum, take two different sites $k\neq l$ and hold all other spins fixed. The energy then has the form

$$E_J(s)=A+Bs_k+Cs_l+(J_{kl}+J_{lk})s_ks_l ,$$

where $B$ and $C$ depend only on the other spins. The quantity $A$ contains the terms without $s_k$ and $s_l$, together with $J_{kk}s_k^2$ and $J_{ll}s_l^2$, which do not change under reversal. Now form the second difference

$$\Delta=E_J(s)-E_J(F_ks)-E_J(F_ls)+E_J(F_kF_ls).$$

The contributions are:

- $A$ gives $A-A-A+A=0$.
- $Bs_k$ gives $B(s_k+s_k-s_k-s_k)=0$.
- $Cs_l$ gives $C(s_l-s_l+s_l-s_l)=0$.
- The product $s_ks_l$ changes sign under either single reversal and returns to its value under both, so it gives $4s_ks_l$.

Hence $\Delta=4(J_{kl}+J_{lk})s_ks_l$, and symmetry turns this into

$$\Delta=8J_{kl}\,s_ks_l .$$

The Lean proof organises the same cancellation slightly differently. The facts `one` and `two` write each reversal as an added displacement: $-2s_k$ at site $k$, or $-2s_l$ at site $l$. When the quadratic energy is expanded, only the two cross terms between these displacements survive. The fact `pick` evaluates them as $4J_{kl}s_ks_l$ and $4J_{lk}s_ks_l$. The hypothesis `hJ : J.IsSymm` is used in the last step, through `hJ.apply k l`, to combine them.

```lean
/-- For symmetric `J`, the second difference of the energy under reversal of the spins at two
different sites `k` and `l` is `8 * J k l * s k * s l`. -/
theorem energy_two_flips [DecidableEq n] {J : Matrix n n ℝ} (hJ : J.IsSymm)
    {k l : n} (hkl : k ≠ l) (s : n → ℝ) :
    energy J s - energy J (spinFlip k s) - energy J (spinFlip l s)
      + energy J (spinFlip k (spinFlip l s)) = 8 * J k l * s k * s l := by
  -- a flip adds a displacement supported on a single site
  have one : ∀ p i, spinFlip p s i = s i + (if i = p then -2 * s p else 0) := by
    intro p i
    simp only [spinFlip, Function.update_apply]
    by_cases h : i = p
    · simp only [h, eq_self, ↓reduceIte]; ring
    · simp only [h, ↓reduceIte]; ring
  have two : ∀ i, spinFlip k (spinFlip l s) i
      = s i + (if i = k then -2 * s k else 0) + (if i = l then -2 * s l else 0) := by
    intro i
    simp only [spinFlip, Function.update_apply]
    by_cases h1 : i = k
    · simp only [h1, hkl, eq_self, ↓reduceIte]; ring
    · by_cases h2 : i = l
      · simp only [h2, hkl.symm, eq_self, ↓reduceIte]; ring
      · simp only [h1, h2, ↓reduceIte]; ring
  -- a double sum against two such displacements picks out one exchange constant
  have pick : ∀ (p q : n) (x y : ℝ), ∑ i, ∑ j, J i j *
      ((if i = p then x else 0) * (if j = q then y else 0)) = J p q * (x * y) := by
    intro p q x y
    rw [Finset.sum_eq_single p, Finset.sum_eq_single q]
    · simp
    · intro j _ hj
      simp [hj]
    · simp
    · intro i _ hi
      simp [hi]
    · simp
  calc _ = (∑ i, ∑ j, J i j *
          ((if i = k then -2 * s k else 0) * (if j = l then -2 * s l else 0)))
        + ∑ i, ∑ j, J i j *
          ((if i = l then -2 * s l else 0) * (if j = k then -2 * s k else 0)) := by
        simp only [energy, one, two, ← Finset.sum_sub_distrib, ← Finset.sum_add_distrib]
        refine Finset.sum_congr rfl fun i _ => Finset.sum_congr rfl fun j _ => ?_
        ring
    _ = _ := by
        rw [pick, pick, hJ.apply k l]
        ring
```

The lemma holds for any real $s$ and any diagonal. Without symmetry the main equivalence fails. Take two sites with $J_{01}=1$ and all other entries zero. The energy $s_0s_1$ is unchanged when the sites are exchanged, but the exchange sends the entry $J_{01}=1$ to $J_{10}=0$.

## No coupling of a spin to itself

The condition $J_{ii}=0$ removes self-interaction. For Ising spins $s_i^2=1$, so diagonal entries would add only the constant $\sum_iJ_{ii}$ to every energy. Energies therefore cannot show how that constant is distributed over the sites, and the zero diagonal fixes the ambiguity.

Let $J$ and $K$ both be symmetric with zero diagonal, and let $E_J(s)=E_K(s)$ for every Ising configuration. For $k\neq l$, take all spins equal to $1$. The four energies in $\Delta$ agree for $J$ and $K$, so $8J_{kl}=8K_{kl}$ and $J_{kl}=K_{kl}$. On the diagonal both matrices vanish. Hence $J=K$.

In the Lean proof, `by_cases hkl : k = l` separates diagonal from off-diagonal entries. The hypotheses `hJ0` and `hK0` settle the first case. In the second, the energy equality is applied to the aligned state, the two states with one reversed spin and the state with both reversed, after which `linarith` divides out the factor 8.

```lean
/-- Two symmetric sets of exchange constants with zero diagonal that give every Ising
configuration the same energy are equal. -/
theorem exchange_unique [DecidableEq n] {J K : Matrix n n ℝ}
    (hJ : J.IsSymm) (hK : K.IsSymm) (hJ0 : ∀ i, J i i = 0) (hK0 : ∀ i, K i i = 0)
    (h : ∀ s, IsIsing s → energy J s = energy K s) : J = K := by
  ext k l
  by_cases hkl : k = l
  · rw [hkl, hJ0, hK0]
  · -- compare the two-flip differences around the ferromagnetic configuration
    have up : IsIsing (fun _ : n => (1 : ℝ)) := fun _ => Or.inl rfl
    have eJ := energy_two_flips hJ hkl (fun _ => 1)
    have eK := energy_two_flips hK hkl (fun _ => 1)
    rw [h _ up, h _ (isIsing_spinFlip k up), h _ (isIsing_spinFlip l up),
      h _ (isIsing_spinFlip k (isIsing_spinFlip l up)), eK] at eJ
    simp only [mul_one] at eJ
    linarith
```

## From invariant energies to invariant couplings

Assume that $E_J(s\circ g)=E_J(s)$ for every Ising configuration $s$. Given any Ising configuration $t$, set $s=t\circ g^{-1}$. This is again an Ising configuration, and $s\circ g=t$. The relabelling identity and the assumed invariance give

$$E_{J^g}(t)=E_J(s)=E_J(s\circ g)=E_J(t).$$

The matrix $J^g$ is symmetric with zero diagonal because $J$ is. Uniqueness of the couplings now yields $J^g=J$, that is, $J_{g(i)g(j)}=J_{ij}$ for all $i,j$.

The theorem `energy_invariant_iff` states both directions. Its left side quantifies over every `s` that satisfies `IsIsing s`; its right side compares the entries of $J$ for every pair of sites. In the proof, `h1` is the relabelling identity at $t\circ g^{-1}$ and `h2` is the assumed invariance there. The equality `key` is $J^g=J$, obtained from `exchange_unique` in the forward direction and directly from the hypothesis in the reverse one.

```lean
/-- For symmetric exchange constants with zero diagonal, the energy of every Ising
configuration is unchanged by the site permutation `g` if and only if
`J (g i) (g j) = J i j` for all pairs of sites. -/
theorem energy_invariant_iff [DecidableEq n] {J : Matrix n n ℝ}
    (hJ : J.IsSymm) (hJ0 : ∀ i, J i i = 0) (g : Equiv.Perm n) :
    (∀ s, IsIsing s → energy J (s ∘ g) = energy J s) ↔
      ∀ i j, J (g i) (g j) = J i j := by
  constructor
  · intro h
    -- the relabelled constants give the same energies, hence are the same constants
    have key : J.submatrix g g = J := by
      refine exchange_unique (hJ.submatrix g) hJ (fun i => hJ0 (g i)) hJ0 ?_
      intro t ht
      have ht' : IsIsing (t ∘ g.symm) := fun i => ht (g.symm i)
      have hc : (t ∘ g.symm) ∘ g = t := by
        funext i
        simp
      have h1 := energy_relabel J g (t ∘ g.symm)
      have h2 := h _ ht'
      rw [hc] at h1 h2
      rw [h1, h2]
    intro i j
    exact congrFun (congrFun key i) j
  · intro h s _
    have key : J.submatrix g g = J := by
      ext i j
      exact h i j
    have h1 := energy_relabel J g s
    rwa [key] at h1
```

The statement concerns exact equality of energies in a model with pair couplings only. It does not treat magnetic fields, multi-spin interactions, vector spins, or operations that combine a site permutation with spin reversal.

## All translations at once

On a finite periodic lattice with one spin per cell, sites can be added and subtracted modulo the periods. The formal model is any finite abelian group `A`; a ring of sites is one example. Translation by $a$ replaces $s_i$ by $s_{i+a}$.

If the energy is invariant under all translations, the main theorem with $g(m)=m+i$, applied to the pair $(0,j-i)$, gives

$$J_{ij}=J_{0+i,\,(j-i)+i}=J_{0,\,j-i}.$$

So $J_{ij}=f(j-i)$ with $f(d)=J_{0d}$. Conversely, if $J_{ij}=f(j-i)$, then $J_{i+a,j+a}=f((j+a)-(i+a))=f(j-i)=J_{ij}$, and the energy is invariant under every translation. Lean represents the translation by `Equiv.addRight` and follows these two calculations.

```lean
/-- Let the sites form a finite abelian group, and let the exchange constants be symmetric with zero
diagonal. Then the energy of every Ising configuration is unchanged by all translations if and only
if `J i j` depends only on the displacement `j - i`. -/
theorem translation_invariant_iff {A : Type*} [AddCommGroup A] [Fintype A] [DecidableEq A]
    {J : Matrix A A ℝ} (hJ : J.IsSymm) (hJ0 : ∀ i, J i i = 0) :
    (∀ a : A, ∀ s, IsIsing s → energy J (fun i => s (i + a)) = energy J s) ↔
      ∃ f : A → ℝ, ∀ i j, J i j = f (j - i) := by
  constructor
  · intro h
    refine ⟨fun d => J 0 d, fun i j => ?_⟩
    -- translate the pair `(0, j - i)` by `i`
    have h1 : J (0 + i) (j - i + i) = J 0 (j - i) :=
      (energy_invariant_iff hJ hJ0 (Equiv.addRight i)).1 (h i) 0 (j - i)
    rwa [zero_add, sub_add_cancel] at h1
  · rintro ⟨f, hf⟩ a
    refine (energy_invariant_iff hJ hJ0 (Equiv.addRight a)).2 fun i j => ?_
    change J (i + a) (j + a) = J i j
    rw [hf, hf, add_sub_add_right_eq_sub]
```

## Two sites with an invisible diagonal

Let $J_{00}=1$ and let the other three entries vanish. This matrix is symmetric, and its energy is $E_J(s)=s_0^2=1$ for all four Ising configurations. Exchanging the sites therefore preserves every energy. It does not preserve the couplings, since $J_{g(0)g(0)}=J_{11}=0$ while $J_{00}=1$. Symmetry of $J$ alone is thus not enough for the equivalence.

The theorem `zero_diagonal_needed` states these three facts together: the matrix is symmetric, the energies are invariant, and the two diagonal entries differ. Its proof checks the matrix entries, the four spin configurations and the final inequality directly.

```lean
/-- For two sites with the symmetric matrix `J = diag(1, 0)`, exchanging the sites preserves
the energy of every Ising configuration but does not preserve `J`. -/
theorem zero_diagonal_needed :
    (!![1, 0; 0, 0] : Matrix (Fin 2) (Fin 2) ℝ).IsSymm ∧
    (∀ s : Fin 2 → ℝ, IsIsing s →
      energy !![1, 0; 0, 0] (s ∘ Equiv.swap 0 1) = energy !![1, 0; 0, 0] s) ∧
    (!![1, 0; 0, 0] : Matrix (Fin 2) (Fin 2) ℝ) (Equiv.swap 0 1 0) (Equiv.swap 0 1 0)
      ≠ (!![1, 0; 0, 0] : Matrix (Fin 2) (Fin 2) ℝ) 0 0 := by
  refine ⟨?_, ?_, ?_⟩
  · refine Matrix.IsSymm.ext fun i j => ?_
    fin_cases i <;> fin_cases j <;> simp
  · intro s hs
    rcases hs 0 with h0 | h0 <;> rcases hs 1 with h1 | h1 <;>
      simp [energy, Fin.sum_univ_two, h0, h1]
  · simp

end

end IsingExchangeSymmetry
```

```lean
#print axioms IsingExchangeSymmetry.energy_invariant_iff
#print axioms IsingExchangeSymmetry.translation_invariant_iff
#print axioms IsingExchangeSymmetry.zero_diagonal_needed
```

```
'IsingExchangeSymmetry.energy_invariant_iff' depends on axioms: [propext, Classical.choice, Quot.sound]
'IsingExchangeSymmetry.translation_invariant_iff' depends on axioms: [propext, Classical.choice, Quot.sound]
'IsingExchangeSymmetry.zero_diagonal_needed' depends on axioms: [propext, Classical.choice, Quot.sound]
```
